# Large-momentum tail 8πq/k⁴ of a zero-range dimer with inverse decay length q

The theorem `contact_tail` concerns the relative motion in a zero-range dimer with inverse decay length q > 0, whose momentum distribution is n(k) = 8πq/(k² + q²)². This is normalised to one over three-dimensional momentum space with measure d³k/(2π)³, though the theorem neither states nor uses that. It says that k⁴n(k) tends to 8πq as the real variable k goes to +∞. The attempt first shows that 8πq(1 − q²/(k² + q²))² has this limit, because 1/(k² + q²) tends to zero. It then has to show that this expression equals k⁴n(k) for every k.

The failing Lean file:

```lean
import Mathlib

open Filter Set MeasureTheory
open scoped Real Topology

namespace ContactTail

noncomputable section

/-- Relative momentum amplitude of the zero-range dimer with inverse decay length `q > 0`. -/
def amplitude (q k : ℝ) : ℝ := Real.sqrt (8 * π * q) / (k ^ 2 + q ^ 2)

/-- Momentum distribution of the dimer (for `q > 0`): the squared amplitude. -/
def momentumDistribution (q k : ℝ) : ℝ := amplitude q k ^ 2

/-- For `q > 0` the momentum distribution is `8πq / (k² + q²)²`. -/
theorem momentumDistribution_eq {q : ℝ} (hq : 0 < q) (k : ℝ) :
    momentumDistribution q k = 8 * π * q / (k ^ 2 + q ^ 2) ^ 2 := by
  have h : 0 ≤ 8 * π * q := by positivity
  rw [momentumDistribution, amplitude, div_pow, Real.sq_sqrt h]

/-- For `q > 0` the tail `k⁴ n(k)` tends to `8πq` at large momentum. -/
theorem contact_tail {q : ℝ} (hq : 0 < q) :
    Tendsto (fun k : ℝ => k ^ 4 * momentumDistribution q k) atTop (𝓝 (8 * π * q)) := by
  have h0 : Tendsto (fun k : ℝ => (k ^ 2 + q ^ 2)⁻¹) atTop (𝓝 0) :=
    tendsto_inv_atTop_zero.comp
      (tendsto_atTop_add_const_right _ _ (tendsto_pow_atTop two_ne_zero))
  have h1 := (((h0.const_mul (q ^ 2)).const_sub 1).pow 2).const_mul (8 * π * q)
  have e : 8 * π * q * (1 - q ^ 2 * 0) ^ 2 = 8 * π * q := by ring
  rw [e] at h1
  refine h1.congr fun k => ?_
  have hk : k ^ 2 + q ^ 2 ≠ 0 := by positivity
  have e1 : 1 - q ^ 2 * (k ^ 2 + q ^ 2)⁻¹ = k ^ 2 / (k ^ 2 + q ^ 2) := by
    rw [eq_div_iff hk, sub_mul, mul_assoc, inv_mul_cancel₀ hk]
    ring
  rw [momentumDistribution_eq hq, e1]
  ring

end

end ContactTail
```

Compiling this gives:

```
Try this:
  [apply] ring_nf
  
  The `ring` tactic failed to close the goal. Use `ring_nf` to obtain a normal form.
    
  Note that `ring` works primarily in *commutative* rings. If you have a noncommutative ring, abelian group or module, consider using `noncomm_ring`, `abel` or `module` instead.
Main.lean:24:85: error: unsolved goals
q : ℝ
hq : 0 < q
h0 : Tendsto (fun k => (k ^ 2 + q ^ 2)⁻¹) atTop (𝓝 0)
h1 : Tendsto (fun x => 8 * π * q * (1 - q ^ 2 * (x ^ 2 + q ^ 2)⁻¹) ^ 2) atTop (𝓝 (8 * π * q))
e : 8 * π * q * (1 - q ^ 2 * 0) ^ 2 = 8 * π * q
k : ℝ
hk : k ^ 2 + q ^ 2 ≠ 0
e1 : 1 - q ^ 2 * (k ^ 2 + q ^ 2)⁻¹ = k ^ 2 / (k ^ 2 + q ^ 2)
⊢ π * q * k ^ 4 * (q ^ 2 + k ^ 2)⁻¹ ^ 2 * 8 = π * q * k ^ 4 * (q ^ 2 * k ^ 2 * 2 + q ^ 4 + k ^ 4)⁻¹ * 8
```

Diagnosis. Both messages come from the last `ring`: it could not close the goal, so it fell back to `ring_nf`, and the normalised equation it left is reported as unsolved. The limit argument is not at fault, and the equation is true.

After the `rw`, the left side contains `(k ^ 2 / (k ^ 2 + q ^ 2)) ^ 2`, a squared quotient, while the right side divides by `(k ^ 2 + q ^ 2) ^ 2`. `ring` treats the inverse of a sum as an opaque atom. On the left it inverts the sum and then squares, giving `(q ^ 2 + k ^ 2)⁻¹ ^ 2`. On the right it multiplies out the square before inverting, giving `(q ^ 2 * k ^ 2 * 2 + q ^ 4 + k ^ 4)⁻¹`. It does not recognise these as equal.

Adding `div_pow` to the `rw` turns the squared quotient into `(k ^ 2) ^ 2 / (k ^ 2 + q ^ 2) ^ 2`. Both sides then divide by the same square, `ring` normalises the two inverses alike, and the goal closes.

The change, after which it compiles:

```diff
@@ -34,5 +34,5 @@
     rw [eq_div_iff hk, sub_mul, mul_assoc, inv_mul_cancel₀ hk]
     ring
-  rw [momentumDistribution_eq hq, e1]
+  rw [momentumDistribution_eq hq, e1, div_pow]
   ring
 
```
